# Wigner Tunnelling Exponents for Masses 1, 2, 3 Lie on Both Sides of the Zero-Point Swain-Schaad Value

The Swain-Schaad exponent used here is ln(k_H/k_T)/ln(k_D/k_T), for the rates k of the hydrogen isotopes with masses 1, 2 and 3. If frequencies scale as the inverse square root of the mass, zero-point energies give an exponent of about 3.26, and weak Wigner tunnelling gives 4. Someone who knows only these two numbers may expect a Wigner correction always to raise the exponent. At large reduced frequency, however, where the Wigner formula is no longer quantitatively reliable, the Wigner exponent itself falls below the zero-point value. When the Wigner factor multiplies a rate with a normal zero-point isotope effect (lighter isotope faster), the logarithms of the two isotope effects add, with positive denominators, so the combined exponent lies between the two separate ones. Where the Wigner exponent is below the zero-point value, the correction therefore lowers the exponent, and a computed shift of that sign could be mistaken for an error in the program.

## The exponent as a function of u

Let u > 0 be the magnitude of the imaginary barrier frequency for unit mass, multiplied by ħ/(k_B T). If the isotope alone moves across a barrier of fixed curvature, the frequency scales as m^(-1/2), and the Wigner factor for mass m is

q_m = 1 + u²/(24m).

For masses a, b, c the exponent is R = ln(q_a/q_c)/ln(q_b/q_c). With s = u²/24, define

L(a,c,s) = ln(1 + s/a) − ln(1 + s/c),

so that R = L(a,c,s)/L(b,c,s). The slope of L(a,c,s) in s is

1/(a+s) − 1/(c+s) = (c−a)/((a+s)(c+s)).

**Small u.** Since L(a,c,0) = 0, L(a,c,s)/s tends to 1/a − 1/c. Hence

R → (1/a − 1/c)/(1/b − 1/c),

which is (2/3)/(1/6) = 4 for masses 1, 2, 3.

**Large u.** Dividing numerator and denominator by u² gives

q_a/q_c = (1/u² + 1/(24a))/(1/u² + 1/(24c)) → c/a.

Hence R → ln(c/a)/ln(c/b), here ln 3/ln(3/2) ≈ 2.71.

**In between.** Let a < b < c and define

M(s) = (c−b) L(a,c,s) − (c−a) L(b,c,s),
N(s) = (c−b)(a+s) L(a,c,s) − (c−a)(b+s) L(b,c,s).

Both vanish at s = 0. The slope of M is

M′ = (c−b)(c−a)(b−a)/((a+s)(b+s)(c+s)) > 0,

so M > 0 for s > 0. Differentiating N gives M plus (c−b)(c−a)/(c+s) − (c−a)(c−b)/(c+s), which is zero. Thus N′ = M, and N > 0 as well. The quotient rule now gives

dR/ds = −N/((a+s)(b+s)(c+s) L(b,c,s)²) < 0.

## Where the zero-point value falls

If the isotope effect comes from one harmonic zero-point energy proportional to m^(-1/2), its logarithm is proportional to a difference of inverse square roots. The common constant cancels in the exponent. With x = 1/√2 and y = 1/√3,

Z = (1 − y)/(x − y).

From 0.7071 < x < 0.7072 and 0.5773 < y < 0.5774 we get 1 + 2y > 3x, so Z > 3, and 1 + 3y < 4x, so Z < 4. Also 3 < (3/2)³ = 27/8, so ln 3/ln(3/2) < 3. Therefore

ln 3/ln(3/2) < 3 < Z < 4.

Since R is continuous and strictly decreasing, it equals Z at exactly one u > 0.

Two values locate the crossing. At u² = 24 the factors are 2, 3/2 and 4/3, so R = ln(3/2)/ln(9/8) ≈ 3.44. At u² = 48 they are 3, 2 and 5/3, so R = ln(9/5)/ln(6/5) ≈ 3.22. The crossing lies between u ≈ 4.9 and u ≈ 6.9. The Wigner factor is a leading correction for small u, so this is a property of the formula and no reliable prediction for a real reaction.

## The model in Lean

```lean
import Mathlib

open Filter Topology Set

namespace WignerSwainSchaad

noncomputable section
```

All quantities are dimensionless real numbers. The first definition is q_m, with `u` referring to unit mass.

```lean
/-- Wigner tunnelling factor `1 + u²/(24 m)` for reduced frequency `u` and mass `m ≠ 0`. -/
def wignerFactor (u m : ℝ) : ℝ := 1 + u ^ 2 / (24 * m)
```

The exponent R takes the masses in the order `a b c`, with `c` as the common reference.

```lean
/-- Exponent `ln(q_a/q_c) / ln(q_b/q_c)` relating the Wigner isotope effects of three masses,
for positive masses with `b ≠ c` and for `u ≠ 0`. -/
def wignerExponent (a b c u : ℝ) : ℝ :=
  Real.log (wignerFactor u a / wignerFactor u c) / Real.log (wignerFactor u b / wignerFactor u c)
```

The zero-point exponent uses the same order. It is a separate formula: the file compares the two exponents and does not model a rate containing both effects.

```lean
/-- Swain-Schaad exponent from zero-point energies proportional to `m^(-1/2)`,
for positive masses with `b ≠ c`. -/
def zeroPointExponent (a b c : ℝ) : ℝ :=
  (1 / Real.sqrt a - 1 / Real.sqrt c) / (1 / Real.sqrt b - 1 / Real.sqrt c)
```

The function L(a,c,s) is `logRatio a c s`.

```lean
/-- Logarithm of the Wigner isotope effect of masses `a` and `c` in the variable `s = u²/24`,
for positive masses and `s ≥ 0`. -/
def logRatio (a c s : ℝ) : ℝ := Real.log (1 + s / a) - Real.log (1 + s / c)
```

## Slopes and signs of the logarithms

The change of variable splits each logarithm of a quotient, which is allowed because the Wigner factors are positive.

```lean
/-- For positive masses the Wigner exponent is a quotient of two logarithmic isotope effects
taken at `s = u²/24`. -/
theorem wignerExponent_eq {a b c : ℝ} (ha : 0 < a) (hb : 0 < b) (hc : 0 < c) (u : ℝ) :
    wignerExponent a b c u = logRatio a c (u ^ 2 / 24) / logRatio b c (u ^ 2 / 24) := by
  have k : ∀ m, wignerFactor u m = 1 + u ^ 2 / 24 / m := fun m => by
    rw [wignerFactor, div_div]
  have p : ∀ m, 0 < m → 1 + u ^ 2 / 24 / m ≠ 0 := fun m hm => by positivity
  simp only [wignerExponent, logRatio, k, Real.log_div (p a ha) (p c hc),
    Real.log_div (p b hb) (p c hc)]
```

The chain rule gives the slope of each logarithm, and subtraction gives the slope of L.

```lean
/-- For positive masses and `s ≥ 0` the logarithmic isotope effect has slope
`1/(a+s) - 1/(c+s)`. -/
theorem hasDerivAt_logRatio {a c s : ℝ} (ha : 0 < a) (hc : 0 < c) (hs : 0 ≤ s) :
    HasDerivAt (logRatio a c) (1 / (a + s) - 1 / (c + s)) s := by
  have d : ∀ m, 0 < m → HasDerivAt (fun t : ℝ => Real.log (1 + t / m)) (1 / (m + s)) s := by
    intro m hm
    have hp : 1 + s / m ≠ 0 := by positivity
    have e : m * (1 + s / m) = m + s := by field_simp
    have h : HasDerivAt (fun t : ℝ => Real.log (1 + t / m)) (1 / m / (1 + s / m)) s :=
      (((hasDerivAt_id' s).div_const m).const_add 1).log hp
    rwa [div_div, e] at h
  exact (d a ha).fun_sub (d c hc)
```

For b < c the denominator of R is positive, because the logarithm is increasing.

```lean
/-- The lighter of two positive masses has the larger Wigner factor when `s > 0`. -/
theorem logRatio_pos {b c s : ℝ} (hb : 0 < b) (hbc : b < c) (hs : 0 < s) :
    0 < logRatio b c s := by
  have hc : 0 < c := hb.trans hbc
  exact sub_pos.2 (Real.log_lt_log (by positivity) (by gcongr))
```

The next lemma is the step from "zero at the origin with positive slope" to "positive", used for both M and N.

```lean
/-- A function that is differentiable at every `t ≥ 0`, vanishes at zero and has positive slope for
`t > 0` is positive for `t > 0`. -/
theorem pos_of_slope_pos {f f' : ℝ → ℝ} (h0 : f 0 = 0)
    (hd : ∀ t, 0 ≤ t → HasDerivAt f (f' t) t) (hp : ∀ t, 0 < t → 0 < f' t)
    {t : ℝ} (ht : 0 < t) : 0 < f t := by
  have hm : StrictMonoOn f (Ici 0) := by
    refine strictMonoOn_of_deriv_pos (convex_Ici 0)
      (fun x hx => (hd x hx).continuousAt.continuousWithinAt) (fun x hx => ?_)
    rw [interior_Ici] at hx
    rw [(hd x (le_of_lt hx)).deriv]
    exact hp x hx
  have h := hm (mem_Ici.2 le_rfl) (mem_Ici.2 ht.le) ht
  rwa [h0] at h
```

Inside the following proof, `hM` is the statement M > 0. The final `field_simp` and `ring` confirm N′ = M.

```lean
/-- For masses `0 < a < b < c` and `s > 0`, the ratio of the two logarithmic isotope effects
exceeds the ratio of their slopes (written without denominators). -/
theorem slope_comparison {a b c s : ℝ} (ha : 0 < a) (hab : a < b) (hbc : b < c) (hs : 0 < s) :
    0 < (c - b) * ((a + s) * logRatio a c s) - (c - a) * ((b + s) * logRatio b c s) := by
  have hb : 0 < b := ha.trans hab
  have hc : 0 < c := hb.trans hbc
  -- the derivative of the claimed expression is itself positive
  have hM : ∀ t, 0 < t → 0 < (c - b) * logRatio a c t - (c - a) * logRatio b c t := by
    intro t ht
    refine pos_of_slope_pos
      (f := fun t => (c - b) * logRatio a c t - (c - a) * logRatio b c t)
      (f' := fun t => (c - b) * (1 / (a + t) - 1 / (c + t))
        - (c - a) * (1 / (b + t) - 1 / (c + t))) (by simp [logRatio])
      (fun t ht => ((hasDerivAt_logRatio ha hc ht).const_mul (c - b)).fun_sub
        ((hasDerivAt_logRatio hb hc ht).const_mul (c - a))) (fun t ht => ?_) ht
    have e : (c - b) * (1 / (a + t) - 1 / (c + t)) - (c - a) * (1 / (b + t) - 1 / (c + t))
        = (c - b) * (c - a) * (b - a) / ((a + t) * (b + t) * (c + t)) := by
      field_simp
      ring
    show 0 < (c - b) * (1 / (a + t) - 1 / (c + t)) - (c - a) * (1 / (b + t) - 1 / (c + t))
    rw [e]
    exact div_pos (mul_pos (mul_pos (by linarith) (by linarith)) (by linarith)) (by positivity)
  refine pos_of_slope_pos
    (f := fun s => (c - b) * ((a + s) * logRatio a c s) - (c - a) * ((b + s) * logRatio b c s))
    (f' := fun t => (c - b) * logRatio a c t - (c - a) * logRatio b c t)
    (by simp [logRatio]) (fun t ht => ?_) hM hs
  have h := ((((hasDerivAt_id' t).const_add a).fun_mul
    (hasDerivAt_logRatio ha hc ht)).const_mul (c - b)).fun_sub
    ((((hasDerivAt_id' t).const_add b).fun_mul (hasDerivAt_logRatio hb hc ht)).const_mul (c - a))
  refine h.congr_deriv ?_
  field_simp
  ring
```

## Strict decrease

`StrictAntiOn` on `Ioi 0` means strictly decreasing for u > 0. The identity `e` rewrites the numerator of the quotient rule as −N over a positive product. The last lines return from s to u, since u² increases with u.

```lean
/-- For masses `0 < a < b < c` the Wigner exponent decreases strictly as `u > 0` grows. -/
theorem wignerExponent_strictAntiOn {a b c : ℝ} (ha : 0 < a) (hab : a < b) (hbc : b < c) :
    StrictAntiOn (wignerExponent a b c) (Ioi 0) := by
  have hb : 0 < b := ha.trans hab
  have hc : 0 < c := hb.trans hbc
  have hd := fun (t : ℝ) (ht : 0 < t) => (hasDerivAt_logRatio ha hc ht.le).fun_div
    (hasDerivAt_logRatio hb hc ht.le) (logRatio_pos hb hbc ht).ne'
  have hG : StrictAntiOn (fun t => logRatio a c t / logRatio b c t) (Ioi 0) := by
    refine strictAntiOn_of_deriv_neg (convex_Ioi 0)
      (fun t ht => (hd t ht).continuousAt.continuousWithinAt) (fun t ht => ?_)
    rw [interior_Ioi] at ht
    have ht' : 0 < t := ht
    rw [(hd t ht').deriv]
    refine div_neg_of_neg_of_pos ?_ (pow_pos (logRatio_pos hb hbc ht') 2)
    have e : (1 / (a + t) - 1 / (c + t)) * logRatio b c t
        - logRatio a c t * (1 / (b + t) - 1 / (c + t))
        = -(((c - b) * ((a + t) * logRatio a c t) - (c - a) * ((b + t) * logRatio b c t))
          / ((a + t) * (b + t) * (c + t))) := by
      field_simp
      ring
    rw [e]
    exact neg_lt_zero.2 (div_pos (slope_comparison ha hab hbc ht') (by positivity))
  intro u hu v hv huv
  have hu' : 0 < u := hu
  have hv' : 0 < v := hv
  rw [wignerExponent_eq ha hb hc, wignerExponent_eq ha hb hc]
  exact hG (mem_Ioi.2 (by positivity)) (mem_Ioi.2 (by positivity)) (by nlinarith)
```

In the limiting case a = b ≠ c the exponent is 1 at every u > 0, so strict decrease fails if a < b is weakened to a ≤ b.

## The two limits

The filter `𝓝[>] 0` expresses u → 0⁺. The proof takes the limit of L/s for numerator and denominator, substitutes s = u²/24 and cancels the common factor 1/s. The masses need only be positive with b ≠ c; no ordering is required.

```lean
/-- Weak tunnelling: for positive masses with `b ≠ c` the Wigner exponent tends to
`(1/a - 1/c)/(1/b - 1/c)` as `u` tends to zero from above. -/
theorem tendsto_weak {a b c : ℝ} (ha : 0 < a) (hb : 0 < b) (hc : 0 < c) (hbc : b ≠ c) :
    Tendsto (wignerExponent a b c) (𝓝[>] 0) (𝓝 ((1 / a - 1 / c) / (1 / b - 1 / c))) := by
  have slope : ∀ m, 0 < m →
      Tendsto (fun s => s⁻¹ * logRatio m c s) (𝓝[≠] 0) (𝓝 (1 / m - 1 / c)) := by
    intro m hm
    have h := (hasDerivAt_logRatio hm hc le_rfl).tendsto_slope_zero
    simpa [logRatio] using h
  have sq : Tendsto (fun u : ℝ => u ^ 2 / 24) (𝓝[>] 0) (𝓝[≠] 0) := by
    refine tendsto_nhdsWithin_iff.2 ⟨?_, ?_⟩
    · have h : Continuous (fun u : ℝ => u ^ 2 / 24) := by fun_prop
      exact (h.tendsto' 0 0 (by norm_num)).mono_left nhdsWithin_le_nhds
    · filter_upwards [self_mem_nhdsWithin] with u hu
      have hu' : 0 < u := hu
      exact (by positivity : u ^ 2 / 24 ≠ 0)
  have hne : 1 / b - 1 / c ≠ 0 := by simp [sub_eq_zero, hbc]
  refine (((slope a ha).comp sq).div ((slope b hb).comp sq) hne).congr' ?_
  filter_upwards [self_mem_nhdsWithin] with u hu
  have hu' : 0 < u := hu
  have hn : (u ^ 2 / 24)⁻¹ ≠ 0 := by positivity
  rw [wignerExponent_eq ha hb hc]
  exact mul_div_mul_left (logRatio a c (u ^ 2 / 24)) (logRatio b c (u ^ 2 / 24)) hn
```

For u → ∞, written `atTop`, the auxiliary statement `ratio` is the division by u². Continuity of the logarithm does the rest, and b ≠ c keeps the limiting denominator away from zero.

```lean
/-- Large `u`: for positive masses with `b ≠ c` the Wigner exponent tends to
`ln(c/a)/ln(c/b)`. -/
theorem tendsto_strong {a b c : ℝ} (ha : 0 < a) (hb : 0 < b) (hc : 0 < c) (hbc : b ≠ c) :
    Tendsto (wignerExponent a b c) atTop (𝓝 (Real.log (c / a) / Real.log (c / b))) := by
  have h0 : Tendsto (fun u : ℝ => (u ^ 2)⁻¹) atTop (𝓝 0) :=
    tendsto_inv_atTop_zero.comp (tendsto_pow_atTop two_ne_zero)
  -- the ratio of two Wigner factors tends to the inverse mass ratio
  have ratio : ∀ m, 0 < m →
      Tendsto (fun u => wignerFactor u m / wignerFactor u c) atTop (𝓝 (c / m)) := by
    intro m hm
    have h := (h0.add_const (1 / (24 * m))).div (h0.add_const (1 / (24 * c))) (by positivity)
    have e : (0 + 1 / (24 * m)) / (0 + 1 / (24 * c)) = c / m := by
      rw [zero_add, zero_add]
      field_simp
    rw [e] at h
    refine h.congr' ?_
    filter_upwards [eventually_gt_atTop 0] with u hu
    have hn : u ^ 2 ≠ 0 := by positivity
    have k : ∀ n, wignerFactor u n = u ^ 2 * ((u ^ 2)⁻¹ + 1 / (24 * n)) := fun n => by
      rw [wignerFactor, mul_add, mul_inv_cancel₀ hn]
      ring
    rw [k m, k c]
    exact (mul_div_mul_left ((u ^ 2)⁻¹ + 1 / (24 * m)) ((u ^ 2)⁻¹ + 1 / (24 * c)) hn).symm
  have hne : Real.log (c / b) ≠ 0 := Real.log_ne_zero_of_pos_of_ne_one (div_pos hc hb)
    (fun h => hbc ((div_eq_one_iff_eq hb.ne').1 h).symm)
  exact ((ratio a ha).log (div_pos hc ha).ne').div ((ratio b hb).log (div_pos hc hb).ne') hne
```

## Masses 1, 2, 3

The theorem joins four statements: the two limits and the two strict inequalities. The decimal bounds on x and y follow from their squares, 1/2 and 1/3, by `nlinarith`. The number 3 separates the lower limit from Z as above.

```lean
/-- For masses 1, 2, 3 the Wigner exponent tends to 4 as `u → 0⁺` and to `ln 3/ln(3/2)` as
`u → ∞`, and the zero-point Swain-Schaad exponent lies strictly between these limits. -/
theorem wigner_limits_enclose_zeroPoint :
    Tendsto (wignerExponent 1 2 3) (𝓝[>] 0) (𝓝 4) ∧
    Tendsto (wignerExponent 1 2 3) atTop (𝓝 (Real.log 3 / Real.log (3 / 2))) ∧
    Real.log 3 / Real.log (3 / 2) < zeroPointExponent 1 2 3 ∧ zeroPointExponent 1 2 3 < 4 := by
  have hx : (1 / Real.sqrt 2) ^ 2 = 1 / 2 := by
    rw [div_pow, one_pow, Real.sq_sqrt (by norm_num)]
  have hy : (1 / Real.sqrt 3) ^ 2 = 1 / 3 := by
    rw [div_pow, one_pow, Real.sq_sqrt (by norm_num)]
  have hx0 : 0 < 1 / Real.sqrt 2 := by positivity
  have hy0 : 0 < 1 / Real.sqrt 3 := by positivity
  have x1 : 1 / Real.sqrt 2 < 0.7072 := by nlinarith
  have x2 : 0.7071 < 1 / Real.sqrt 2 := by nlinarith
  have y1 : 1 / Real.sqrt 3 < 0.5774 := by nlinarith
  have y2 : 0.5773 < 1 / Real.sqrt 3 := by nlinarith
  have hD : 0 < 1 / Real.sqrt 2 - 1 / Real.sqrt 3 := by linarith
  refine ⟨?_, ?_, ?_, ?_⟩
  · have h := tendsto_weak (a := 1) (b := 2) (c := 3) (by norm_num) (by norm_num)
      (by norm_num) (by norm_num)
    have e : ((1 : ℝ) / 1 - 1 / 3) / (1 / 2 - 1 / 3) = 4 := by norm_num
    rwa [e] at h
  · have h := tendsto_strong (a := 1) (b := 2) (c := 3) (by norm_num) (by norm_num)
      (by norm_num) (by norm_num)
    rwa [div_one] at h
  · -- the number 3 separates the two values, because 3 < (3/2)^3
    have h : Real.log 3 < Real.log ((3 / 2) ^ 3) :=
      Real.log_lt_log (by norm_num) (by norm_num)
    rw [Real.log_pow] at h
    push_cast at h
    have h1 : Real.log 3 / Real.log (3 / 2) < 3 :=
      (div_lt_iff₀ (Real.log_pos (by norm_num))).2 h
    refine h1.trans ?_
    rw [zeroPointExponent, Real.sqrt_one, div_one, lt_div_iff₀ hD]
    linarith
  · rw [zeroPointExponent, Real.sqrt_one, div_one, div_lt_iff₀ hD]
    linarith
```

For the crossing, the limits supply a point `v` where R exceeds Z and a point `w` where it is below Z. The intermediate value theorem gives a solution between them, and strict decrease makes it unique.

```lean
/-- For masses 1, 2, 3 there is exactly one `u > 0` at which the Wigner exponent equals the
zero-point Swain-Schaad exponent. -/
theorem existsUnique_crossing :
    ∃! u : ℝ, 0 < u ∧ wignerExponent 1 2 3 u = zeroPointExponent 1 2 3 := by
  obtain ⟨h0, hI, hlo, hhi⟩ := wigner_limits_enclose_zeroPoint
  have hanti := wignerExponent_strictAntiOn (a := 1) (b := 2) (c := 3)
    (by norm_num) (by norm_num) (by norm_num)
  have hcont : ContinuousOn (wignerExponent 1 2 3) (Ioi 0) := by
    intro u hu
    have hu' : 0 < u := hu
    have hs : 0 < u ^ 2 / 24 := by positivity
    have d : ∀ m : ℝ, 0 < m → ContinuousAt (fun v : ℝ => logRatio m 3 (v ^ 2 / 24)) u :=
      fun m hm => ContinuousAt.comp (f := fun v : ℝ => v ^ 2 / 24) (x := u)
        (hasDerivAt_logRatio hm (by norm_num) hs.le).continuousAt (by fun_prop)
    have e : wignerExponent 1 2 3
        = fun v => logRatio 1 3 (v ^ 2 / 24) / logRatio 2 3 (v ^ 2 / 24) :=
      funext (wignerExponent_eq (by norm_num) (by norm_num) (by norm_num))
    rw [e]
    have h := (d 1 (by norm_num)).div (d 2 (by norm_num))
      (logRatio_pos (by norm_num) (by norm_num) hs).ne'
    exact h.continuousWithinAt
  -- one point above the zero-point value, one below, then the intermediate value theorem
  obtain ⟨v, hv, hv0⟩ :=
    ((h0.eventually (eventually_gt_nhds hhi)).and eventually_mem_nhdsWithin).exists
  obtain ⟨w, hw, hw0⟩ :=
    ((hI.eventually (eventually_lt_nhds hlo)).and (eventually_gt_atTop 0)).exists
  obtain ⟨u, hu, hue⟩ := isPreconnected_Ioi.intermediate_value (mem_Ioi.2 hw0) hv0 hcont
    ⟨hw.le, hv.le⟩
  exact ⟨u, ⟨hu, hue⟩, fun y hy => hanti.injOn (mem_Ioi.2 hy.1) hu (hy.2.trans hue.symm)⟩

end

end WignerSwainSchaad
```

```lean
#print axioms WignerSwainSchaad.wigner_limits_enclose_zeroPoint
#print axioms WignerSwainSchaad.existsUnique_crossing
```

```
'WignerSwainSchaad.wigner_limits_enclose_zeroPoint' depends on axioms: [propext, Classical.choice, Quot.sound]
'WignerSwainSchaad.existsUnique_crossing' depends on axioms: [propext, Classical.choice, Quot.sound]
```

For simulation practice, this means that in the one-dimensional model with mass-scaled frequencies, the side of the zero-point value on which the Wigner exponent falls depends on u.
